# BFGS on a quadratic surface preserves Hessian bounds aA ≤ B ≤ bA when 0 < a ≤ 1 ≤ b

In its basic form, without step control, a quasi-Newton geometry optimisation takes steps −B⁻¹g, where g is the gradient and B approximates the Hessian. If repeated updates made B far too soft in some direction, the step there would overshoot. If they made it far too stiff, progress would stall, and if B lost positive definiteness, the step could point uphill.

On a quadratic surface with positive definite Hessian A, BFGS updates do not let B drift in this way: if B starts between aA and bA, with 0 < a ≤ 1 ≤ b, it stays there. Positive definiteness of A means that every nonzero displacement from the minimum costs energy, so the free translations and rotations of a molecule must have been removed.

The coordinates are real and labelled by a finite type `n`, which is the index set and not the dimension.

```lean
import Mathlib

open Matrix

namespace BFGSRelativeConditioning

noncomputable section

variable {n : Type*} [Fintype n]
```

## The update and the bounds

Let s be the step and y the change of gradient along it. The updated matrix is

    B₊ = B − (Bs)(Bs)ᵀ/(sᵀBs) + yyᵀ/(yᵀs).

Here B approximates the Hessian itself; many programs store its inverse instead. In Lean, `⬝ᵥ` is the dot product, `*ᵥ` applies a matrix to a vector, and `vecMulVec u u` is uuᵀ.

```lean
/-- The BFGS update of a symmetric Hessian approximation `B` for the step `s` and the gradient
change `y`; its domain is `sᵀ B s ≠ 0` and `yᵀ s ≠ 0`. -/
def bfgs (B : Matrix n n ℝ) (s y : n → ℝ) : Matrix n n ℝ :=
  B - (s ⬝ᵥ B *ᵥ s)⁻¹ • vecMulVec (B *ᵥ s) (B *ᵥ s) + (y ⬝ᵥ s)⁻¹ • vecMulVec y y
```

The statement aA ≤ B ≤ bA means that B − aA and bA − B are positive semidefinite. For positive definite A, the relative eigenvalues λ, defined by Bv = λAv with v ≠ 0, then lie between a and b, so for a > 0 the ratio of any two of them is at most b/a.

```lean
/-- `B` lies between `a A` and `b A`: both `B - a A` and `b A - B` are positive semidefinite. -/
def RelBounds (A B : Matrix n n ℝ) (a b : ℝ) : Prop :=
  (B - a • A).PosSemidef ∧ (b • A - B).PosSemidef
```

For symmetric A, this is the same as saying that B is symmetric and that for every x

    a xᵀAx ≤ xᵀBx ≤ b xᵀAx.

`PosSemidef` contains both symmetry (`IsHermitian`, for real matrices) and a nonnegative quadratic form. The proof expands the forms of the two differences and recovers the symmetry of B from B = (B − aA) + aA.

```lean
/-- For symmetric `A`, the matrix bounds say that `B` is symmetric and that its quadratic form
lies between `a` and `b` times that of `A` in every direction. -/
theorem relBounds_iff {A B : Matrix n n ℝ} {a b : ℝ} (hA : A.IsHermitian) :
    RelBounds A B a b ↔ B.IsHermitian ∧ ∀ x : n → ℝ,
      a * (x ⬝ᵥ A *ᵥ x) ≤ x ⬝ᵥ B *ᵥ x ∧ x ⬝ᵥ B *ᵥ x ≤ b * (x ⬝ᵥ A *ᵥ x) := by
  have hs : ∀ c : ℝ, (c • A).IsHermitian := fun c => by
    show (c • A)ᴴ = c • A
    rw [conjTranspose_smul, hA.eq, star_trivial]
  unfold RelBounds
  rw [posSemidef_iff_dotProduct_mulVec, posSemidef_iff_dotProduct_mulVec]
  simp only [star_trivial, sub_mulVec, smul_mulVec, dotProduct_sub, dotProduct_smul,
    smul_eq_mul, sub_nonneg]
  constructor
  · rintro ⟨⟨h1, p1⟩, ⟨_, p2⟩⟩
    refine ⟨?_, fun x => ⟨p1 x, p2 x⟩⟩
    have h := h1.add (hs a)
    rwa [sub_add_cancel] at h
  · rintro ⟨hB, p⟩
    exact ⟨⟨hB.sub (hs a), fun x => (p x).1⟩, ⟨(hs b).sub hB, fun x => (p x).2⟩⟩
```

## The quadratic form of the updated matrix

The update adds and subtracts symmetric rank-one matrices, so it keeps B symmetric. Lean compares the entries (i, j) and (j, i).

```lean
/-- The BFGS update of a symmetric matrix is symmetric. -/
theorem bfgs_isHermitian {B : Matrix n n ℝ} (hB : B.IsHermitian) (s y : n → ℝ) :
    (bfgs B s y).IsHermitian := by
  refine Matrix.IsHermitian.ext fun i j => ?_
  have hij : B j i = B i j := by
    have h := hB.apply i j
    rwa [star_trivial] at h
  simp only [bfgs, star_trivial, Matrix.add_apply, Matrix.sub_apply, Matrix.smul_apply,
    vecMulVec_apply, smul_eq_mul, hij]
  ring
```

Since xᵀ(uuᵀ)x = (xᵀu)², the updated form is

    xᵀB₊x = xᵀBx − (xᵀBs)²/(sᵀBs) + (xᵀy)²/(yᵀs).

The lemma names call such a form an energy, without the usual factor ½. The inner statement `h` is the rank-one identity, and the rest is linearity.

```lean
/-- The quadratic form of the BFGS update at `x` is the old form minus `(xᵀ B s)² / (sᵀ B s)` plus
`(xᵀ y)² / (yᵀ s)`. -/
theorem bfgs_energy (B : Matrix n n ℝ) (s y x : n → ℝ) :
    x ⬝ᵥ bfgs B s y *ᵥ x =
      x ⬝ᵥ B *ᵥ x - (x ⬝ᵥ B *ᵥ s) ^ 2 / (s ⬝ᵥ B *ᵥ s) + (x ⬝ᵥ y) ^ 2 / (y ⬝ᵥ s) := by
  -- the quadratic form of `u uᵀ` at `x` is the square of the overlap `xᵀ u`
  have h : ∀ u : n → ℝ, x ⬝ᵥ vecMulVec u u *ᵥ x = (x ⬝ᵥ u) ^ 2 := by
    intro u
    have hu : vecMulVec u u *ᵥ x = (u ⬝ᵥ x) • u := by
      ext i
      simp only [Matrix.mulVec, dotProduct, vecMulVec_apply, Pi.smul_apply, smul_eq_mul,
        Finset.sum_mul]
      exact Finset.sum_congr rfl fun j _ => by ring
    rw [hu, dotProduct_smul, smul_eq_mul, dotProduct_comm u x]
    ring
  simp only [bfgs, add_mulVec, sub_mulVec, smul_mulVec, dotProduct_add, dotProduct_sub,
    dotProduct_smul, smul_eq_mul, h]
  ring
```

## Completing the square along the step

For symmetric M with sᵀMs ≠ 0, expand the form at x − ts:

    (x − ts)ᵀM(x − ts) = xᵀMx − 2t xᵀMs + t² sᵀMs
                       = m_M + (sᵀMs)(t − τ_M)²,

where

    τ_M = xᵀMs/(sᵀMs),   m_M = xᵀMx − (xᵀMs)²/(sᵀMs).

When sᵀMs > 0, m_M is the minimum of the form along the line. For M = B it is also what the update keeps of the old form. In the proof, `hsym` supplies sᵀMx = xᵀMs, which merges the two cross terms.

```lean
/-- Completing the square along a line: for symmetric `M` with `sᵀ M s ≠ 0`, the quadratic form
at `x - t s` is a part independent of `t` plus a multiple of a square. -/
theorem energy_along_line {M : Matrix n n ℝ} (hM : M.IsHermitian) {s : n → ℝ}
    (hc : s ⬝ᵥ M *ᵥ s ≠ 0) (x : n → ℝ) (t : ℝ) :
    (x - t • s) ⬝ᵥ M *ᵥ (x - t • s) =
      x ⬝ᵥ M *ᵥ x - (x ⬝ᵥ M *ᵥ s) ^ 2 / (s ⬝ᵥ M *ᵥ s)
        + (s ⬝ᵥ M *ᵥ s) * (t - (x ⬝ᵥ M *ᵥ s) / (s ⬝ᵥ M *ᵥ s)) ^ 2 := by
  have hT : Mᵀ = M := (conjTranspose_eq_transpose_of_trivial M).symm.trans hM.eq
  have hsym : s ⬝ᵥ M *ᵥ x = x ⬝ᵥ M *ᵥ s := by
    rw [Matrix.dotProduct_mulVec, ← mulVec_transpose, hT, dotProduct_comm]
  simp only [mulVec_sub, mulVec_smul, dotProduct_sub, sub_dotProduct, dotProduct_smul,
    smul_dotProduct, smul_eq_mul, hsym]
  field_simp
  ring
```

The denominator sᵀBs is positive, because a > 0 and s ≠ 0 give

    sᵀBs ≥ a sᵀAs > 0.

Positive definiteness of B is thus a consequence of the bounds and not an extra assumption.

```lean
/-- If `A` is positive definite, `a > 0` and `B` lies between `a A` and `b A`, then `B` has
positive curvature along every nonzero step. -/
theorem curvature_pos {A B : Matrix n n ℝ} {a b : ℝ} {s : n → ℝ} (hA : A.PosDef)
    (ha : 0 < a) (h : RelBounds A B a b) (hs : s ≠ 0) : 0 < s ⬝ᵥ B *ᵥ s := by
  have hp := hA.dotProduct_mulVec_pos hs
  rw [star_trivial] at hp
  exact lt_of_lt_of_le (mul_pos ha hp) (((relBounds_iff hA.isHermitian).1 h).2 s).1
```

## Why the interval must contain 1

On the quadratic surface y = As. Write p = sᵀAs, q = sᵀBs and R = (xᵀAs)²/p ≥ 0. Then

    xᵀB₊x = m_B + R,   xᵀAx = m_A + R.

For the upper bound, apply the old bound at x − τ_A s, where the A-form is smallest:

    m_B + q(τ_A − τ_B)² ≤ b m_A.

Dropping the square and using R ≤ bR gives xᵀB₊x ≤ b m_A + bR = b xᵀAx.

For the lower bound, use x − τ_B s, where the B-form is smallest:

    a m_A + a p(τ_B − τ_A)² ≤ m_B.

Dropping the square and using aR ≤ R gives xᵀB₊x ≥ a xᵀAx.

Conversely, at x = s the updated form is q − q²/q + p²/p = p. The new bounds then read ap ≤ p ≤ bp, so a ≤ 1 ≤ b.

In Lean, `u` and `l` are the old bounds at the two shifted points, `hN` is the dropped square, `hR'` compares R with bR or aR, and `linarith` adds them up.

```lean
/-- Let the Hessian `A` be positive definite, `a > 0`, and let `B` lie between `a A` and `b A`.
For a nonzero step `s` with gradient change `A s`, the BFGS update of `B` lies between the same
bounds if and only if `a ≤ 1 ≤ b`. -/
theorem bfgs_relBounds_iff {A B : Matrix n n ℝ} {a b : ℝ} {s : n → ℝ} (hA : A.PosDef)
    (ha : 0 < a) (h : RelBounds A B a b) (hs : s ≠ 0) :
    RelBounds A (bfgs B s (A *ᵥ s)) a b ↔ a ≤ 1 ∧ 1 ≤ b := by
  have hq := curvature_pos hA ha h hs
  have hp := hA.dotProduct_mulVec_pos hs
  rw [star_trivial] at hp
  obtain ⟨hB, hb⟩ := (relBounds_iff hA.isHermitian).1 h
  rw [relBounds_iff hA.isHermitian]
  constructor
  · -- along the step itself the update has exactly the curvature of `A`
    rintro ⟨_, h'⟩
    have e : s ⬝ᵥ bfgs B s (A *ᵥ s) *ᵥ s = s ⬝ᵥ A *ᵥ s := by
      rw [bfgs_energy, dotProduct_comm (A *ᵥ s) s, pow_two, pow_two,
        mul_div_cancel_right₀ _ hq.ne', mul_div_cancel_right₀ _ hp.ne', sub_self, zero_add]
    have h1 := h' s
    rw [e] at h1
    exact ⟨le_of_mul_le_mul_right (by linarith [h1.1]) hp,
      le_of_mul_le_mul_right (by linarith [h1.2]) hp⟩
  · rintro ⟨ha1, hb1⟩
    refine ⟨bfgs_isHermitian hB _ _, fun x => ?_⟩
    rw [bfgs_energy, dotProduct_comm (A *ᵥ s) s]
    have hR : 0 ≤ (x ⬝ᵥ A *ᵥ s) ^ 2 / (s ⬝ᵥ A *ᵥ s) := div_nonneg (sq_nonneg _) hp.le
    constructor
    · -- lower bound: move along `s` to the minimum of the `B`-energy
      have l := (hb (x - ((x ⬝ᵥ B *ᵥ s) / (s ⬝ᵥ B *ᵥ s)) • s)).1
      rw [energy_along_line hB hq.ne', energy_along_line hA.isHermitian hp.ne', sub_self] at l
      have hN := mul_nonneg ha.le (mul_nonneg hp.le (sq_nonneg
        ((x ⬝ᵥ B *ᵥ s) / (s ⬝ᵥ B *ᵥ s) - (x ⬝ᵥ A *ᵥ s) / (s ⬝ᵥ A *ᵥ s))))
      have hR' := mul_nonneg (sub_nonneg.2 ha1) hR
      linarith
    · -- upper bound: move along `s` to the minimum of the `A`-energy
      have u := (hb (x - ((x ⬝ᵥ A *ᵥ s) / (s ⬝ᵥ A *ᵥ s)) • s)).2
      rw [energy_along_line hB hq.ne', energy_along_line hA.isHermitian hp.ne', sub_self] at u
      have hN := mul_nonneg hq.le (sq_nonneg
        ((x ⬝ᵥ A *ᵥ s) / (s ⬝ᵥ A *ᵥ s) - (x ⬝ᵥ B *ᵥ s) / (s ⬝ᵥ B *ᵥ s)))
      have hR' := mul_nonneg (sub_nonneg.2 hb1) hR
      linarith
```

As a numerical instance, take A = I, B = diag(2, ½) and s = (1, 1), with a = ½ and b = 2. Then Bs = (2, ½), sᵀBs = 5/2, y = (1, 1) and yᵀs = 2, so

    B₊ = [0.9  0.1]
         [0.1  0.9].

Its eigenvalues are 1 along (1, 1) and 0.8 along (1, −1), both inside [½, 2].

## A whole run of updates

Induction on k carries the bounds through any sequence of nonzero steps, however the steps were chosen. Each iterate also has positive curvature along its next step, and yᵀs = sᵀAs is positive because A is positive definite, so no update divides by zero.

```lean
/-- On a quadratic surface with positive definite Hessian `A`, start BFGS from a matrix between
`a A` and `b A` with `0 < a ≤ 1 ≤ b`. For any sequence of nonzero steps, every iterate keeps
these bounds and has positive curvature along its next step. -/
theorem bfgs_sequence {A : Matrix n n ℝ} {a b : ℝ} (hA : A.PosDef) (ha : 0 < a)
    (ha1 : a ≤ 1) (hb1 : 1 ≤ b) (B : ℕ → Matrix n n ℝ) (s : ℕ → n → ℝ)
    (hs : ∀ k, s k ≠ 0) (h0 : RelBounds A (B 0) a b)
    (hB : ∀ k, B (k + 1) = bfgs (B k) (s k) (A *ᵥ s k)) (k : ℕ) :
    RelBounds A (B k) a b ∧ 0 < s k ⬝ᵥ B k *ᵥ s k := by
  have h : RelBounds A (B k) a b := by
    induction k with
    | zero => exact h0
    | succ k ih =>
      rw [hB k]
      exact (bfgs_relBounds_iff hA ha ih (hs k)).2 ⟨ha1, hb1⟩
  exact ⟨h, curvature_pos hA ha h (hs k)⟩
```

For geometry optimisation, this keeps B within any initial bounds with 0 < a ≤ 1 ≤ b as long as the surface is exactly quadratic; it says nothing about convergence. On a real molecular surface the Hessian changes from point to point, so y = As with one fixed A holds only approximately near a minimum.

## A start that is uniformly too stiff

What persists is the pair of bounds, not the actual spread of the relative eigenvalues. Take A = I, B = 2I and s = (1, 0). The bounds hold with a = b = 2, which violates a ≤ 1. The update subtracts 4/2 = 2 from the first diagonal entry and adds 1:

    B₊ = diag(1, 2).

The lower bound 2A ≤ B₊ fails, and the ratio of largest to smallest relative eigenvalue grows from 1 to 2. With a = 1 and b = 2 the theorem applies, and both matrices respect those bounds.

```lean
/-- For the unit Hessian in two dimensions and a step along the first axis, the BFGS update
turns twice the unit matrix into the diagonal matrix with entries 1 and 2. -/
theorem bfgs_overscaled_start :
    bfgs !![2, 0; 0, 2] ![1, 0] ((1 : Matrix (Fin 2) (Fin 2) ℝ) *ᵥ ![1, 0])
      = !![1, 0; 0, 2] := by
  rw [one_mulVec]
  ext i j
  fin_cases i <;> fin_cases j <;>
    simp [bfgs, vecMulVec_apply, Matrix.mulVec, dotProduct, Fin.sum_univ_succ]

end

end BFGSRelativeConditioning
```

```lean
#print axioms BFGSRelativeConditioning.bfgs_sequence
-- 'BFGSRelativeConditioning.bfgs_sequence' depends on axioms: [propext, Classical.choice, Quot.sound]
#print axioms BFGSRelativeConditioning.bfgs_overscaled_start
-- 'BFGSRelativeConditioning.bfgs_overscaled_start' depends on axioms: [propext, Classical.choice, Quot.sound]
```
